# The diamond second-neighbour force-constant block has four symmetry-allowed constants and need not be symmetric

A force-constant block Φ(R) is the real 3×3 matrix of mixed second derivatives of the energy with respect to the displacements of two atoms at separation R. Here both atoms belong to one sublattice of diamond, R is measured in units of half the cubic lattice constant, and the Cartesian indices 0, 1, 2 stand for x, y, z, with the axes along the edges of the cubic cell.

```lean
import Mathlib

open Matrix

namespace DiamondSecondNeighbour

noncomputable section

/-- Real 3×3 matrices in Cartesian coordinates. -/
abbrev Mat3 := Matrix (Fin 3) (Fin 3) ℝ

/-- The mirror that exchanges the x and y axes. -/
def mirrorXY : Mat3 := !![0, 1, 0; 1, 0, 0; 0, 0, 1]

/-- The twofold rotation about the z axis. -/
def twofoldZ : Mat3 := !![-1, 0, 0; 0, -1, 0; 0, 0, 1]

/-- The threefold rotation about (1,1,1), which permutes the axes cyclically. -/
def threefold : Mat3 := !![0, 0, 1; 1, 0, 0; 0, 1, 0]

/-- The second-neighbour separation (1,1,0), in units of half the cubic lattice constant. -/
def bond : Fin 3 → ℝ := ![1, 1, 0]

/-- The force-constant block with the four constants m, n, d and l. -/
def block (m n d l : ℝ) : Mat3 := !![m, n, d; n, m, d; -d, -d, l]

/-- The two conditions on the (1,1,0) block: the mirror leaves it unchanged, and the
twofold rotation turns it into its transpose. -/
def IsAdmissible (F : Mat3) : Prop :=
  mirrorXY * F * mirrorXYᵀ = F ∧ twofoldZ * F * twofoldZᵀ = Fᵀ

/-- A matrix-valued function on all real separation vectors that is covariant under generators of
the site group T_d and obeys the exchange rule for the two atoms. -/
structure IsSiteSymmetric (Φ : (Fin 3 → ℝ) → Mat3) : Prop where
  mirror : ∀ R, Φ (mirrorXY *ᵥ R) = mirrorXY * Φ R * mirrorXYᵀ
  twofold : ∀ R, Φ (twofoldZ *ᵥ R) = twofoldZ * Φ R * twofoldZᵀ
  threefold : ∀ R, Φ (threefold *ᵥ R) = threefold * Φ R * threefoldᵀ
  exchange : ∀ R, Φ (-R) = (Φ R)ᵀ

/-- A block satisfies the mirror and rotation conditions exactly when it has the
four-constant form. -/
theorem isAdmissible_iff (F : Mat3) :
    IsAdmissible F ↔ ∃ m n d l, F = block m n d l := by
  constructor
  · rintro ⟨h1, h2⟩
    -- five entries of the two matrix equations carry all the information
    have a := congrFun (congrFun h1 0) 0
    have b := congrFun (congrFun h1 0) 1
    have c := congrFun (congrFun h1 0) 2
    have e := congrFun (congrFun h2 0) 2
    have f := congrFun (congrFun h2 1) 2
    simp [mirrorXY, Matrix.mul_apply, Matrix.vecMul, dotProduct,
      Fin.sum_univ_three] at a b c
    simp [twofoldZ, Matrix.mul_apply, Matrix.vecMul, dotProduct,
      Fin.sum_univ_three] at e f
    refine ⟨F 0 0, F 0 1, F 0 2, F 2 2, ?_⟩
    ext i j
    fin_cases i <;> fin_cases j <;> simp [block] <;> linarith
  · rintro ⟨m, n, d, l, rfl⟩
    constructor <;> ext i j <;> fin_cases i <;> fin_cases j <;>
      simp [block, mirrorXY, twofoldZ, Matrix.mul_apply, Fin.sum_univ_three]

/-- The real vector space of blocks that satisfy the two symmetry conditions. -/
def admissibleBlocks : Submodule ℝ Mat3 where
  carrier := {F | IsAdmissible F}
  zero_mem' := by
    constructor <;> simp
  add_mem' := by
    rintro A B ⟨a1, a2⟩ ⟨b1, b2⟩
    exact ⟨by rw [mul_add, add_mul, a1, b1],
      by rw [mul_add, add_mul, a2, b2, Matrix.transpose_add]⟩
  smul_mem' := by
    rintro c A ⟨a1, a2⟩
    exact ⟨by rw [Matrix.mul_smul, Matrix.smul_mul, a1],
      by rw [Matrix.mul_smul, Matrix.smul_mul, a2, Matrix.transpose_smul]⟩

/-- The linear correspondence between the four constants and the admissible blocks. -/
def constantsEquiv : (Fin 4 → ℝ) ≃ₗ[ℝ] admissibleBlocks where
  toFun c := ⟨block (c 0) (c 1) (c 2) (c 3), (isAdmissible_iff _).2 ⟨_, _, _, _, rfl⟩⟩
  map_add' a b := by
    apply Subtype.ext
    change block (a 0 + b 0) (a 1 + b 1) (a 2 + b 2) (a 3 + b 3) =
      block (a 0) (a 1) (a 2) (a 3) + block (b 0) (b 1) (b 2) (b 3)
    ext i j
    fin_cases i <;> fin_cases j <;> simp [block] <;> ring
  map_smul' r a := by
    apply Subtype.ext
    change block (r * a 0) (r * a 1) (r * a 2) (r * a 3) =
      r • block (a 0) (a 1) (a 2) (a 3)
    ext i j
    fin_cases i <;> fin_cases j <;> simp [block]
  invFun F := ![F.1 0 0, F.1 0 1, F.1 0 2, F.1 2 2]
  left_inv c := by
    ext i
    fin_cases i <;> simp [block]
  right_inv := by
    rintro ⟨F, hF⟩
    obtain ⟨m, n, d, l, rfl⟩ := (isAdmissible_iff F).1 hF
    apply Subtype.ext
    simp [block]

/-- The space of admissible second-neighbour blocks has dimension four. -/
theorem finrank_admissibleBlocks : Module.finrank ℝ admissibleBlocks = 4 := by
  rw [← constantsEquiv.finrank_eq, Module.finrank_fin_fun]

/-- The four-constant block is a symmetric matrix exactly when d vanishes. -/
theorem block_isSymm_iff (m n d l : ℝ) : (block m n d l).IsSymm ↔ d = 0 := by
  constructor
  · intro h
    have h' := h.apply 0 2
    simp [block] at h'
    linarith
  · rintro rfl
    change (block m n 0 l)ᵀ = block m n 0 l
    ext i j
    fin_cases i <;> fin_cases j <;> simp [block]

/-- A polynomial force-constant field with parameters m, n, d and l; the terms in d are
antisymmetric in the Cartesian indices and odd in the separation. -/
def cubicField (m n d l : ℝ) (R : Fin 3 → ℝ) : Mat3 :=
  !![l + (m - l) * R 0 ^ 2,
      n * R 0 * R 1 + d * R 2 * (R 0 ^ 2 - R 1 ^ 2),
      n * R 0 * R 2 + d * R 1 * (R 0 ^ 2 - R 2 ^ 2);
    n * R 0 * R 1 - d * R 2 * (R 0 ^ 2 - R 1 ^ 2),
      l + (m - l) * R 1 ^ 2,
      n * R 1 * R 2 + d * R 0 * (R 1 ^ 2 - R 2 ^ 2);
    n * R 0 * R 2 - d * R 1 * (R 0 ^ 2 - R 2 ^ 2),
      n * R 1 * R 2 - d * R 0 * (R 1 ^ 2 - R 2 ^ 2),
      l + (m - l) * R 2 ^ 2]

/-- The polynomial field has the full site symmetry and the exchange symmetry. -/
theorem cubicField_isSiteSymmetric (m n d l : ℝ) :
    IsSiteSymmetric (cubicField m n d l) := by
  constructor <;> intro R <;> ext i j <;> fin_cases i <;> fin_cases j <;>
    simp [cubicField, mirrorXY, twofoldZ, threefold, Matrix.mul_apply, Matrix.mulVec,
      dotProduct, Fin.sum_univ_three] <;> ring

/-- At the separation (1,1,0) the polynomial field equals the four-constant block. -/
theorem cubicField_bond (m n d l : ℝ) : cubicField m n d l bond = block m n d l := by
  ext i j
  fin_cases i <;> fin_cases j <;> simp [cubicField, bond, block]

/-- A matrix is the (1,1,0) block of some force-constant field with full site and exchange
symmetry exactly when it has the four-constant form. -/
theorem second_neighbour_block_iff (F : Mat3) :
    (∃ Φ, IsSiteSymmetric Φ ∧ Φ bond = F) ↔ ∃ m n d l, F = block m n d l := by
  constructor
  · rintro ⟨Φ, hΦ, rfl⟩
    -- the mirror fixes the bond, the twofold rotation reverses it
    have hP : mirrorXY *ᵥ bond = bond := by
      ext i
      fin_cases i <;> simp [mirrorXY, bond, Matrix.mulVec, dotProduct, Fin.sum_univ_three]
    have hC : twofoldZ *ᵥ bond = -bond := by
      ext i
      fin_cases i <;> simp [twofoldZ, bond, Matrix.mulVec, dotProduct, Fin.sum_univ_three]
    have h1 := hΦ.mirror bond
    have h2 := hΦ.twofold bond
    rw [hP] at h1
    rw [hC, hΦ.exchange] at h2
    exact (isAdmissible_iff _).1 ⟨h1.symm, h2.symm⟩
  · rintro ⟨m, n, d, l, rfl⟩
    exact ⟨cubicField m n d l, cubicField_isSiteSymmetric m n d l, cubicField_bond m n d l⟩

/-- For nonzero d the polynomial field has full site and exchange symmetry, yet its
(1,1,0) block is not a symmetric matrix. -/
theorem blockwise_symmetry_fails_witness (m n d l : ℝ) (hd : d ≠ 0) :
    IsSiteSymmetric (cubicField m n d l) ∧ ¬ (cubicField m n d l bond).IsSymm := by
  refine ⟨cubicField_isSiteSymmetric m n d l, ?_⟩
  rw [cubicField_bond, block_isSymm_iff]
  exact hd

end

end DiamondSecondNeighbour
```

```lean
#print axioms DiamondSecondNeighbour.finrank_admissibleBlocks
#print axioms DiamondSecondNeighbour.second_neighbour_block_iff
```

```
'DiamondSecondNeighbour.finrank_admissibleBlocks' depends on axioms: [propext, Classical.choice, Quot.sound]
'DiamondSecondNeighbour.second_neighbour_block_iff' depends on axioms: [propext, Classical.choice, Quot.sound]
```

## The allowed blocks and their number of constants

Write F for the block at R = (1,1,0), which is `bond` in the file. Three orthogonal matrices act on vectors as follows:

    P (x, y, z) = (y, x, z)
    C (x, y, z) = (−x, −y, z)
    T (x, y, z) = (z, x, y)

They are `mirrorXY`, `twofoldZ` and `threefold`. The predicate `IsAdmissible F` consists of two matrix equations:

    P F Pᵀ = F
    C F Cᵀ = Fᵀ

The theorem `isAdmissible_iff` says that these equations hold exactly when there are real numbers m, n, d, l with

    F = (  m   n   d )
        (  n   m   d )
        ( −d  −d   l )

This matrix is `block m n d l`. The solutions form a real vector space, `admissibleBlocks`, and `finrank_admissibleBlocks` states that its dimension is four. By `block_isSymm_iff`, such a matrix is symmetric exactly when d = 0.

These statements concern one matrix and two equations. The theorem `second_neighbour_block_iff` connects them to the whole site group: a matrix has the four-constant form if and only if it is the value at (1,1,0) of some field Φ that obeys all the rules in `IsSiteSymmetric`. Finally, `blockwise_symmetry_fails_witness` gives, for every choice of constants with d ≠ 0, an explicit field that obeys all these rules and whose block at (1,1,0) is not symmetric.

## Site symmetry and the exchange of two atoms

Let u(0) and u(R) be the displacements of the atoms at the origin and at R, and let E be the energy. The convention is

    Φᵢⱼ(R) = ∂²E / ∂uᵢ(0) ∂uⱼ(R)

with the derivatives taken at the equilibrium structure. An atom in diamond has site group T_d, which is generated by P, C and T. An operation S of this group keeps the atom at the origin in place and carries the atom at R to SR. Since the energy is unchanged when the displacements are rotated or reflected along with the atoms,

    Φ(SR) = S Φ(R) Sᵀ

The fields `mirror`, `twofold` and `threefold` of `IsSiteSymmetric` are this equation for the three generators. Its validity for two operations implies it for their product, so the generators suffice.

The fourth field, `exchange`, combines lattice translation with the freedom to interchange partial derivatives. Translating the pair (0, −R) by R gives the pair (R, 0), and therefore

    Φᵢⱼ(−R) = ∂²E / ∂uᵢ(R) ∂uⱼ(0) = Φⱼᵢ(R)

This says that Φ(−R) = Φ(R)ᵀ. It relates the blocks of two opposite separations and does not by itself make either of them symmetric. If inversion belonged to the site group, Φ(−R) = Φ(R) would hold as well and every block would be symmetric, but T_d does not contain inversion.

In the file, Φ is a function on all real vectors R, although only lattice separations have a physical meaning. The covariance and exchange rules are hypotheses on Φ; they are not derived from an energy function. Decay with distance, mechanical stability and the sum rules that follow from uniform translation or rotation of the crystal are not imposed. The file treats one sublattice, and the blocks that join the two sublattices do not enter.

Within the harmonic approximation, the result bears on the fitting and post-processing of force constants: replacing each second-neighbour block by its symmetric part would remove a constant that these symmetries allow. The matrix of all second derivatives remains symmetric when d ≠ 0, because the transpose of the block at R sits at −R.

## Comparing entries

Conjugation by P exchanges the indices 0 and 1. The equation P F Pᵀ = F therefore gives

    F₁₁ = F₀₀
    F₁₀ = F₀₁
    F₁₂ = F₀₂
    F₂₁ = F₂₀

and leaves F₂₂ free. Conjugation by C multiplies Fᵢⱼ by −1 when exactly one of the indices is 2, and by +1 otherwise. The equation C F Cᵀ = Fᵀ therefore gives

    F₁₀ = F₀₁
    F₂₀ = −F₀₂
    F₂₁ = −F₁₂

and no condition on the diagonal. Now set m = F₀₀, n = F₀₁, d = F₀₂ and l = F₂₂. The remaining entries follow: F₁₁ = m, F₁₀ = n, F₁₂ = d, F₂₀ = −d and F₂₁ = −d. Conversely, a matrix of this form satisfies every equation in both lists.

The Lean proof of `isAdmissible_iff` extracts five scalar equations, three from the mirror condition and two from the rotation condition. After `simp` has evaluated the matrix products, the four entries chosen as m, n, d and l match by construction, and `linarith` derives the other five. The converse is checked entry by entry.

For the dimension, the map

    (m, n, d, l) ↦ block m n d l

is linear, and its inverse reads off F₀₀, F₀₁, F₀₂ and F₂₂. This is the linear equivalence `constantsEquiv`, with the four constants stored in a vector in that order. Closure under addition and scalar multiplication, needed for `admissibleBlocks` to be a vector space, holds because both conditions are linear in F. The dimension of `admissibleBlocks` is then that of ℝ⁴.

Symmetry of the block requires F₂₀ = F₀₂, which reads −d = d and forces d = 0. With d = 0 the matrix is visibly symmetric. The proof of `block_isSymm_iff` uses the same entry.

## From the whole site group to the two conditions

Suppose that Φ obeys all four rules, and let R = (1,1,0). The mirror fixes the separation and the twofold rotation reverses it:

    P R = R
    C R = −R

Mirror covariance then gives Φ(R) = P Φ(R) Pᵀ. Twofold covariance gives Φ(−R) = C Φ(R) Cᵀ, and the exchange rule turns the left-hand side into Φ(R)ᵀ. These are the two admissibility conditions, so Φ(R) has the four-constant form. In `second_neighbour_block_iff`, the steps `hP` and `hC` establish the action on the separation, and the rewrites that follow produce the two conditions.

The other direction must exclude the possibility that the rest of T_d restricts the constants further. It is enough to exhibit a field for every m, n, d, l. The file uses `cubicField`, which is the sum of a symmetric matrix B(R) and an antisymmetric matrix A(R). With R = (x, y, z), or (R₀, R₁, R₂) in components,

    Bᵢᵢ = l + (m − l) Rᵢ²
    Bᵢⱼ = n Rᵢ Rⱼ   for i ≠ j

    A₀₁ = d z (x² − y²)
    A₀₂ = d y (x² − z²)
    A₁₂ = d x (y² − z²)

Each generator permutes the coordinates and may change their signs. The diagonal entries of B contain only squares and are permuted accordingly. The off-diagonal entries are products of two coordinates and acquire the same signs as the matrix indices. Hence B is covariant. It is also even in R and symmetric, so it obeys the exchange rule.

For A, inserting the transformed separation gives

    A₀₁(PR) = d z (y² − x²) = A₁₀(R)
    A₀₂(PR) = d x (y² − z²) = A₁₂(R)
    A₁₂(PR) = d y (x² − z²) = A₀₂(R)

which are the entries of P A(R) Pᵀ. Under C, the entry A₀₁ is unchanged while A₀₂ and A₁₂ change sign, as in C A(R) Cᵀ. For the threefold rotation,

    A₀₁(TR) = d y (z² − x²) = A₂₀(R)
    A₀₂(TR) = d x (z² − y²) = A₂₁(R)
    A₁₂(TR) = d z (x² − y²) = A₀₁(R)

which are the entries of T A(R) Tᵀ. The entries below the diagonal follow by antisymmetry. Since A is odd in R, A(−R) = −A(R) = A(R)ᵀ, as the exchange rule requires.

The theorem `cubicField_isSiteSymmetric` performs this verification by splitting the four rules into their matrix entries, expanding the products and closing the polynomial identities with `ring`.

At x = y = 1 and z = 0, the diagonal entries of B are m, m and l, and its only nonzero off-diagonal entries are B₀₁ = B₁₀ = n. The antisymmetric part has A₀₁ = 0 and A₀₂ = A₁₂ = d. The sum is exactly `block m n d l`, as `cubicField_bond` states. This completes the equivalence, and together with `block_isSymm_iff` it gives the counterexample to blockwise symmetry.

The polynomial does not in general decay with distance and is not meant as a model of diamond. Setting it to zero outside the twelve second-neighbour separations would keep all four rules, because the symmetry operations and the reversal of R map this shell to itself.

## From a central spring to a purely antisymmetric block

When d = 0, the block is symmetric and has the eigenvalues m + n, m − n and l, along the normalised directions (1,1,0)/√2, (1,−1,0)/√2 and (0,0,1). An unstretched central spring of stiffness k between the two atoms is a special case. With e = (1,1,0)/√2, its energy to second order in the displacements and its block are

    E = ½ k [e · (u(R) − u(0))]²
    F = −k e eᵀ

so m = n = −k/2 and d = l = 0. Such a spring does not produce the antisymmetric constant.

The opposite case, m = n = l = 0 with d ≠ 0, leaves only the antisymmetric part. Its contribution to the harmonic energy of the pair, with u = u(0) and v = u(R), is

    d [(u₀ + u₁) v₂ − u₂ (v₀ + v₁)]

This couples the motion of one atom along z to the motion of the other along (1,1,0), and the coupling changes sign when the two displacements are interchanged.
